# An exact soft-Coulomb bound state at energy −1/2 for softening length √2

## One electron at unit charge

An electron on a line is attracted to a nucleus at the origin through the potential −1/s, where s = √(x² + 2). In atomic units, the function

ψ = (1 + s) exp(−s)

is positive everywhere and solves the Schrödinger equation with energy −1/2. Since s' = x/s, the product rule gives

ψ' = s' exp(−s) − (1 + s) s' exp(−s) = −x exp(−s)

ψ'' = (x²/s − 1) exp(−s)

Now insert x² = s² − 2:

−ψ''/2 − ψ/s = (−s/2 + 1/s + 1/2 − 1/s − 1) exp(−s) = −ψ/2

The kinetic term leaves +1/s, and the potential cancels it.

At x = √2, for instance, s = 2 and ψ = 3 exp(−2) ≈ 0.406. There ψ'' = (2/2 − 1) exp(−2) = 0, so the left side is just −ψ/2. This is one of the two classical turning points x = ±√2, where the potential equals the energy.

## Other charges

For charge Z and softening length a, put s = √(x² + a²) and ψ = (1 + Zs) exp(−Zs). The same differentiation gives

ψ'' = Z² (Zx²/s − 1) exp(−Zs)

−ψ''/2 − (Z/s)ψ = −(Z²/2)ψ + (Z/s)(Z²a²/2 − 1) exp(−Zs)

The last term vanishes when (Za)² = 2, a condition that ties the smoothing of the nuclear singularity to the charge.

For Z > 0 the state is bound. With u = Zs, the inequality exp(u/2) ≥ 1 + u/2 gives ψ(1 + u/2) ≤ 2. Since 1 + (Zx)² ≤ 4(1 + u/2)², it follows that

ψ² ≤ 16/(1 + (Zx)²)

which is integrable.

Conversely, let (1 + ks) exp(−ks), with k > 0 and a ≠ 0, solve the equation with energy E. Here k is a decay constant, not a wave number. Multiplying by s exp(ks) gives, for every s ≥ |a|,

(k³/2 + Ek)s² + (E + Zk − k²/2)s + (Z − k³a²/2) = 0

All three coefficients vanish, so E = −k²/2, then k = Z, then (Za)² = 2. Other softening lengths need other functional forms.

## A lower bound in a box

Let Z > 0 and (Za)² = 2, and let φ be a real, continuously differentiable trial function vanishing at the walls. The ratio g = ψ'/ψ satisfies g' = Z² − 2Z/s − g², so

φ'²/2 − (Z/s)φ² + (Z²/2)φ² = (φ' − gφ)²/2 + (gφ²/2)'

The total derivative integrates to zero, and the square is nonnegative. A normalised φ therefore has mean energy at least −Z²/2.

In a grid calculation with spacing h, the three-point Hamiltonian for Z = 1 has diagonal entries 1/h² − 1/√(xⱼ² + 2) at the grid points xⱼ, and neighbour entries −1/(2h²). In the interior rows, sampling ψ on the grid leaves a leading residual −h²ψ''''/24 in the eigenvalue equation. The first and last rows of a finite matrix lack a neighbour, which adds a residual of ψ/(2h²), with ψ taken at the missing point. The box bound applies to smooth trial functions with exact integrals, not to this matrix, whose lowest eigenvalue may fall below −1/2.

## What the Lean statements say

`softDist a x` is s, `softPsi k a` is the unnormalised real state, and `softHamiltonian Z a` applies −ψ''/2 − (Z/s)ψ pointwise. `soft_coulomb_benchmark` states positivity and the equation for Z = 1 at every real x. Mathlib's `deriv` returns zero where no derivative exists; the `HasDerivAt` theorems show that both derivatives here are genuine.

`box_energy_lower_bound` takes φ continuously differentiable on the whole line and zero at `l` and `r`, with `l ≤ r`. It concerns finite intervals; extending this bound to the full line would take a limiting argument, which is not given here. Replacing a three-dimensional atom by this one-electron, one-dimensional potential is a physical assumption.

```lean
import Mathlib

namespace SoftCoulombBenchmark

noncomputable section

/-- The softened distance `√(x² + a²)` from a nucleus at the origin. -/
def softDist (a x : ℝ) : ℝ := √(x ^ 2 + a ^ 2)

/-- The trial state `(1 + k s) exp(-k s)`, where `s` is the softened distance. -/
def softPsi (k a x : ℝ) : ℝ :=
  (1 + k * softDist a x) * Real.exp (-(k * softDist a x))

/-- The one-dimensional soft-Coulomb Hamiltonian `-ψ''/2 - (Z/s) ψ` in atomic units,
for softening length `a ≠ 0`. -/
def softHamiltonian (Z a : ℝ) (ψ : ℝ → ℝ) (x : ℝ) : ℝ :=
  -(deriv (deriv ψ) x) / 2 - Z / softDist a x * ψ x

lemma softDist_pos {a : ℝ} (ha : a ≠ 0) (x : ℝ) : 0 < softDist a x :=
  Real.sqrt_pos.mpr (by positivity)

lemma softDist_sq (a x : ℝ) : softDist a x ^ 2 = x ^ 2 + a ^ 2 :=
  Real.sq_sqrt (by positivity)

/-- For nonzero softening length, the softened distance has slope `x / s`. -/
theorem hasDerivAt_softDist {a : ℝ} (ha : a ≠ 0) (x : ℝ) :
    HasDerivAt (softDist a) (x / softDist a x) x := by
  have hp : 0 < x ^ 2 + a ^ 2 := by positivity
  have h0 : HasDerivAt (fun y : ℝ => y ^ 2 + a ^ 2) (2 * x) x := by
    simpa using (hasDerivAt_pow 2 x).add_const (a ^ 2)
  have e : 2 * x / (2 * √(x ^ 2 + a ^ 2)) = x / softDist a x :=
    mul_div_mul_left x _ two_ne_zero
  exact (h0.sqrt hp.ne').congr_deriv e

/-- For nonzero softening length, the trial state has slope `-k² x exp(-k s)`. -/
theorem hasDerivAt_softPsi (k : ℝ) {a : ℝ} (ha : a ≠ 0) (x : ℝ) :
    HasDerivAt (softPsi k a) (-(k ^ 2 * x * Real.exp (-(k * softDist a x)))) x := by
  have h1 := (hasDerivAt_softDist ha x).const_mul k
  have h2 : HasDerivAt (softPsi k a)
      (k * (x / softDist a x) * Real.exp (-(k * softDist a x)) + (1 + k * softDist a x) *
        (Real.exp (-(k * softDist a x)) * (-(k * (x / softDist a x))))) x :=
    (h1.const_add 1).fun_mul h1.fun_neg.exp
  have hx : x / softDist a x * softDist a x = x := div_mul_cancel₀ _ (softDist_pos ha x).ne'
  refine h2.congr_deriv ?_
  linear_combination (-(k ^ 2 * Real.exp (-(k * softDist a x)))) * hx

/-- For nonzero softening length, the slope of the trial state is itself differentiable,
with derivative `k² (k x²/s - 1) exp(-k s)`. -/
theorem hasDerivAt_slope (k : ℝ) {a : ℝ} (ha : a ≠ 0) (x : ℝ) :
    HasDerivAt (fun y => -(k ^ 2 * y * Real.exp (-(k * softDist a y))))
      (k ^ 2 * (k * x ^ 2 / softDist a x - 1) * Real.exp (-(k * softDist a x))) x := by
  have h1 := (hasDerivAt_softDist ha x).const_mul k
  have h3 : HasDerivAt (fun y => -(k ^ 2 * y * Real.exp (-(k * softDist a y))))
      (-(k ^ 2 * 1 * Real.exp (-(k * softDist a x)) + k ^ 2 * x *
        (Real.exp (-(k * softDist a x)) * (-(k * (x / softDist a x)))))) x :=
    (((hasDerivAt_id' x).const_mul (k ^ 2)).fun_mul h1.fun_neg.exp).fun_neg
  exact h3.congr_deriv (by ring)

lemma deriv_deriv_softPsi (k : ℝ) {a : ℝ} (ha : a ≠ 0) (x : ℝ) :
    deriv (deriv (softPsi k a)) x =
      k ^ 2 * (k * x ^ 2 / softDist a x - 1) * Real.exp (-(k * softDist a x)) := by
  rw [funext fun y => (hasDerivAt_softPsi k ha y).deriv]
  exact (hasDerivAt_slope k ha x).deriv

lemma softening_ne_zero {Z a : ℝ} (h : (Z * a) ^ 2 = 2) : a ≠ 0 := by
  rintro rfl
  norm_num at h

/-- If charge and softening length obey `(Z a)² = 2`, then `(1 + Z s) exp(-Z s)` solves the
soft-Coulomb Schrödinger equation at every point with energy `-Z²/2`. -/
theorem softHamiltonian_softPsi {Z a : ℝ} (h : (Z * a) ^ 2 = 2) (x : ℝ) :
    softHamiltonian Z a (softPsi Z a) x = -(Z ^ 2 / 2) * softPsi Z a x := by
  have ha := softening_ne_zero h
  have hi : (softDist a x)⁻¹ * softDist a x = 1 := inv_mul_cancel₀ (softDist_pos ha x).ne'
  have hs := softDist_sq a x
  rw [softHamiltonian, deriv_deriv_softPsi Z ha, softPsi]
  linear_combination Real.exp (-(Z * softDist a x)) *
    (Z ^ 3 * (softDist a x)⁻¹ / 2 * hs + Z * (softDist a x)⁻¹ / 2 * h
      - (Z ^ 2 + Z ^ 3 * softDist a x / 2) * hi)

/-- The function `ψ = (1 + s) exp(-s)` with `s = √(x² + 2)` is strictly positive and solves
`-ψ''/2 - ψ/s = -ψ/2` at every real `x`. -/
theorem soft_coulomb_benchmark (ψ : ℝ → ℝ)
    (hψ : ψ = fun x => (1 + √(x ^ 2 + 2)) * Real.exp (-√(x ^ 2 + 2))) (x : ℝ) :
    0 < ψ x ∧ -(deriv (deriv ψ) x) / 2 - ψ x / √(x ^ 2 + 2) = -ψ x / 2 := by
  constructor
  · rw [hψ]
    positivity
  · have e : ψ = softPsi 1 (√2) := by
      rw [hψ]
      funext y
      simp [softPsi, softDist]
    have hs : softDist (√2) x = √(x ^ 2 + 2) := by simp [softDist]
    have h := softHamiltonian_softPsi (Z := 1) (a := √2) (by norm_num) x
    rw [softHamiltonian, hs] at h
    rw [e]
    linear_combination h

/-- For positive `Z` the state `(1 + Z s) exp(-Z s)` is square-integrable on the line. -/
theorem integrable_softPsi_sq {Z : ℝ} (hZ : 0 < Z) (a : ℝ) :
    MeasureTheory.Integrable (fun x => softPsi Z a x ^ 2) := by
  have hc : Continuous (fun x => softPsi Z a x ^ 2) := by
    unfold softPsi softDist
    fun_prop
  refine ((integrable_inv_one_add_sq.comp_mul_left' hZ.ne').const_mul 16).mono'
    hc.aestronglyMeasurable (Filter.Eventually.of_forall fun x => ?_)
  rw [Real.norm_of_nonneg (sq_nonneg _), ← div_eq_mul_inv, le_div_iff₀ (by positivity), softPsi]
  have hu : 0 ≤ Z * softDist a x := mul_nonneg hZ.le (Real.sqrt_nonneg _)
  have hu2 : (Z * softDist a x) ^ 2 = (Z * x) ^ 2 + (Z * a) ^ 2 := by
    rw [mul_pow, softDist_sq]
    ring
  generalize Z * softDist a x = u at hu hu2 ⊢
  -- half of the exponential decay beats the polynomial prefactor
  have hw0 := Real.exp_pos (-(u / 2))
  have hexp : Real.exp (-u) = Real.exp (-(u / 2)) * Real.exp (-(u / 2)) := by
    rw [← Real.exp_add]
    congr 1
    ring
  have hw : Real.exp (-(u / 2)) * (1 + u / 2) ≤ 1 := by
    have h1 : Real.exp (-(u / 2)) * Real.exp (u / 2) = 1 := by
      rw [← Real.exp_add, neg_add_cancel, Real.exp_zero]
    have h2 := mul_le_mul_of_nonneg_left (Real.add_one_le_exp (u / 2)) hw0.le
    linarith
  rw [hexp]
  generalize Real.exp (-(u / 2)) = w at hw0 hw ⊢
  have hm : (w * (1 + u / 2)) ^ 2 ≤ 1 := pow_le_one₀ (by positivity) hw
  have hr : 0 ≤ w ^ 2 * (1 + u / 2) := by positivity
  have hp : (1 + u) * (w * w) * (1 + u / 2) ≤ 2 := by nlinarith
  have hp2 := pow_le_pow_left₀ (by positivity) hp 2
  have hb : 1 + (Z * x) ^ 2 ≤ 4 * (1 + u / 2) ^ 2 := by nlinarith [sq_nonneg (Z * a)]
  have hf := mul_le_mul_of_nonneg_left hb (sq_nonneg ((1 + u) * (w * w)))
  nlinarith

/-- For `k > 0` and `a ≠ 0`, the form `(1 + k s) exp(-k s)` is an eigenfunction for charge `Z`
only if `k = Z`, `(Z a)² = 2` and the energy is `-Z²/2`. -/
theorem parameters_of_eigenfunction {Z a k E : ℝ} (hk : 0 < k) (ha : a ≠ 0)
    (h : ∀ x, softHamiltonian Z a (softPsi k a) x = E * softPsi k a x) :
    k = Z ∧ (Z * a) ^ 2 = 2 ∧ E = -(Z ^ 2 / 2) := by
  -- the equation is a quadratic in the softened distance
  have poly : ∀ t, |a| ≤ t → (k ^ 3 / 2 + E * k) * t ^ 2 + (E + Z * k - k ^ 2 / 2) * t
      + (Z - k ^ 3 * a ^ 2 / 2) = 0 := by
    intro t ht
    have ht0 : 0 ≤ t := (abs_nonneg a).trans ht
    have hta : 0 ≤ t ^ 2 - a ^ 2 := by nlinarith [sq_abs a, abs_nonneg a]
    have hx := Real.sq_sqrt hta
    have hd : softDist a (√(t ^ 2 - a ^ 2)) = t := by
      rw [softDist, hx, sub_add_cancel, Real.sqrt_sq ht0]
    have hi : t⁻¹ * t = 1 := inv_mul_cancel₀ ((abs_pos.mpr ha).trans_le ht).ne'
    have he := h (√(t ^ 2 - a ^ 2))
    rw [softHamiltonian, deriv_deriv_softPsi k ha, softPsi, hd, hx] at he
    refine (mul_eq_zero.mp ?_).resolve_left (Real.exp_pos (-(k * t))).ne'
    linear_combination (-t) * he + Real.exp (-(k * t)) *
      (-(k ^ 3 * (t ^ 2 - a ^ 2) / 2) - Z - Z * k * t) * hi
  have hb : 0 < |a| := abs_pos.mpr ha
  have p1 := poly |a| le_rfl
  have p2 := poly (2 * |a|) (by linarith)
  have p3 := poly (3 * |a|) (by linarith)
  -- three zeros make all coefficients vanish
  have hA : k ^ 3 / 2 + E * k = 0 := by
    refine (mul_eq_zero.mp ?_).resolve_right (pow_pos hb 2).ne'
    linear_combination (p1 - 2 * p2 + p3) / 2
  rw [hA] at p1 p2
  have hB : E + Z * k - k ^ 2 / 2 = 0 := by
    refine (mul_eq_zero.mp ?_).resolve_right hb.ne'
    linear_combination p2 - p1
  rw [hB] at p1
  have hE : E = -(k ^ 2 / 2) := by
    apply mul_left_cancel₀ hk.ne'
    linear_combination hA
  have hkZ : k = Z := by
    apply mul_left_cancel₀ hk.ne'
    linear_combination hE - hB
  subst hkZ
  refine ⟨rfl, ?_, hE⟩
  apply mul_left_cancel₀ hk.ne'
  linear_combination (-2) * p1

/-- Let `Z > 0` and `(Z a)² = 2`. In any box, a continuously differentiable trial function that
vanishes at both walls has soft-Coulomb energy at least `-Z²/2` times its squared norm. -/
theorem box_energy_lower_bound {Z a l r : ℝ} (hZ : 0 < Z) (h : (Z * a) ^ 2 = 2) (hlr : l ≤ r)
    {φ : ℝ → ℝ} (hφ : ContDiff ℝ 1 φ) (hl : φ l = 0) (hr : φ r = 0) :
    -(Z ^ 2 / 2) * ∫ x in l..r, φ x ^ 2 ≤
      ∫ x in l..r, ((deriv φ x) ^ 2 / 2 - Z / softDist a x * φ x ^ 2) := by
  have ha := softening_ne_zero h
  have alg : ∀ c p d : ℝ, p ≠ 0 → (c * p * p - d * d) / p ^ 2 = c - (d / p) ^ 2 := by
    intro c p d hp
    rw [div_eq_iff (pow_ne_zero 2 hp), sub_mul, div_pow, div_mul_cancel₀ _ (pow_ne_zero 2 hp)]
    ring
  -- the logarithmic derivative of the nodeless state solves a Riccati equation
  obtain ⟨g, hg⟩ : ∃ g : ℝ → ℝ, ∀ x,
      HasDerivAt g (Z ^ 2 - 2 * (Z / softDist a x) - g x ^ 2) x := by
    refine ⟨fun y => -(Z ^ 2 * y * Real.exp (-(Z * softDist a y))) / softPsi Z a y,
      fun x => ?_⟩
    have hne : softPsi Z a x ≠ 0 := by
      have hs := softDist_pos ha x
      unfold softPsi
      positivity
    have he := softHamiltonian_softPsi h x
    rw [softHamiltonian, deriv_deriv_softPsi Z ha] at he
    have hD := (hasDerivAt_slope Z ha x).congr_deriv
      (show _ = (Z ^ 2 - 2 * (Z / softDist a x)) * softPsi Z a x by
        linear_combination (-2) * he)
    exact (hD.fun_div (hasDerivAt_softPsi Z ha x) hne).congr_deriv (alg _ _ _ hne)
  have hgc : Continuous g := continuous_iff_continuousAt.mpr fun x => (hg x).continuousAt
  have hsc : Continuous (softDist a) :=
    continuous_iff_continuousAt.mpr fun x => (hasDerivAt_softDist ha x).continuousAt
  have hc : Continuous (fun x => Z / softDist a x) :=
    continuous_const.div hsc fun x => (softDist_pos ha x).ne'
  have hd : Continuous (deriv φ) := hφ.continuous_deriv le_rfl
  have hφc := hφ.continuous
  have hφd : ∀ x, HasDerivAt φ (deriv φ x) x := fun x =>
    (hφ.differentiable one_ne_zero x).hasDerivAt
  have hE : Continuous (fun x => (deriv φ x) ^ 2 / 2 - Z / softDist a x * φ x ^ 2) :=
    ((hd.pow 2).div_const 2).sub (hc.mul (hφc.pow 2))
  have hN : Continuous (fun x => -(Z ^ 2 / 2) * φ x ^ 2) := continuous_const.mul (hφc.pow 2)
  obtain ⟨K, hK⟩ : ∃ K : ℝ → ℝ, ∀ x, K x = (deriv φ x) ^ 2 / 2 - Z / softDist a x * φ x ^ 2
      - -(Z ^ 2 / 2) * φ x ^ 2 - (deriv φ x - g x * φ x) ^ 2 / 2 := ⟨_, fun _ => rfl⟩
  have hKc : Continuous K := by
    rw [funext hK]
    exact (hE.sub hN).sub (((hd.sub (hgc.mul hφc)).pow 2).div_const 2)
  -- `K` is a total derivative, so its integral vanishes with the wall values
  have hG : ∀ x, HasDerivAt (fun y => g y * (φ y * φ y) / 2) (K x) x := by
    intro x
    refine (((hg x).fun_mul ((hφd x).fun_mul (hφd x))).div_const 2).congr_deriv ?_
    rw [hK]
    ring
  have h0 : ∫ x in l..r, K x = 0 := by
    rw [intervalIntegral.integral_eq_sub_of_hasDerivAt (fun x _ => hG x)
      (hKc.intervalIntegrable l r), hl, hr]
    ring
  have h1 : -(Z ^ 2 / 2) * ∫ x in l..r, φ x ^ 2 =
      ∫ x in l..r, (-(Z ^ 2 / 2) * φ x ^ 2 + K x) := by
    rw [intervalIntegral.integral_add (hN.intervalIntegrable l r) (hKc.intervalIntegrable l r),
      intervalIntegral.integral_const_mul, h0, add_zero]
  rw [h1]
  refine intervalIntegral.integral_mono_on hlr ((hN.add hKc).intervalIntegrable l r)
    (hE.intervalIntegrable l r) fun x _ => ?_
  simp only [hK]
  linarith [sq_nonneg (deriv φ x - g x * φ x)]

end

end SoftCoulombBenchmark
```

```lean
#print axioms SoftCoulombBenchmark.soft_coulomb_benchmark
-- 'SoftCoulombBenchmark.soft_coulomb_benchmark' depends on axioms: [propext, Classical.choice, Quot.sound]
#print axioms SoftCoulombBenchmark.integrable_softPsi_sq
-- 'SoftCoulombBenchmark.integrable_softPsi_sq' depends on axioms: [propext, Classical.choice, Quot.sound]
#print axioms SoftCoulombBenchmark.parameters_of_eigenfunction
-- 'SoftCoulombBenchmark.parameters_of_eigenfunction' depends on axioms: [propext, Classical.choice, Quot.sound]
#print axioms SoftCoulombBenchmark.box_energy_lower_bound
-- 'SoftCoulombBenchmark.box_energy_lower_bound' depends on axioms: [propext, Classical.choice, Quot.sound]
```

## From the calculus to the proof

`hasDerivAt_softPsi` and `hasDerivAt_slope` are the two differentiations. In `softHamiltonian_softPsi`, `linear_combination` combines s² = x² + a², (Za)² = 2 and s⁻¹s = 1, as in the cancellation above. The benchmark theorem then identifies ψ with `softPsi 1 (√2)`.

`integrable_softPsi_sq` proves the Lorentzian bound, with `w` standing for exp(−u/2). In `parameters_of_eigenfunction`, the point x = √(t² − a²) realises each distance t ≥ |a|; the values |a|, 2|a| and 3|a| force the quadratic's coefficients to vanish.

For the box, `hg` is the equation for g and `K` is the total derivative. The fundamental theorem of calculus gives `h0`, its zero integral, and `integral_mono_on` turns the pointwise inequality into the energy bound.
